# Static screening weakens a positive definite interaction when the polarizability is negative semidefinite

Put a charge into a polarizable medium and the medium rearranges around it, so that a second charge feels a screened interaction instead of the bare one. In a finite basis the static version reads $W = (1 - vP)^{-1}v$, with $v$ the matrix of the bare Coulomb interaction and $P$ the static polarizability. I would expect $1 - vP$ to be invertible, $W$ to give every nonzero charge distribution a positive self-energy, and $W$ to be weaker than $v$. But $vP$ is not even symmetric in general, and "weaker" needs a meaning for matrices. Which assumptions make this rigorous, and can the argument be checked by machine in Lean?

## The polarizability is subtracted from the inverse interaction

It is enough that $v$ is symmetric positive definite and $P$ is symmetric negative semidefinite. "Weaker" then means $x^T W x \le x^T v x$ for every charge vector $x$.

The condition on $v$ says that every nonzero charge distribution in the basis has positive electrostatic self-energy. The condition on $P$ holds in the random-phase approximation, where $P$ is the static response of independent electrons in their ground state: a perturbing potential can only lower their energy at second order. For the exact $P$, which describes the response to the total potential, stability of the ground state alone does not guarantee the condition.

**Invertibility.** Factor out $v$:
$$1 - vP = v\,K, \qquad K = v^{-1} - P.$$
The inverse $v^{-1}$ is positive definite: for $y = vz \ne 0$ we have $y^T v^{-1} y = z^T v z > 0$. Hence $y^T K y = y^T v^{-1} y - y^T P y > 0$, so $K$ is positive definite and therefore invertible. The product $vK$ is then invertible too.

**Positivity.** From the factorisation,
$$W = (vK)^{-1} v = K^{-1} v^{-1} v = K^{-1},$$
the inverse of a symmetric positive definite matrix, which is again symmetric positive definite.

**Reduction.** The definition gives $(1 - vP)W = v$, and transposing gives $W(1 - Pv) = v$. The second equation says $v - W = -WPv$. Inserting $v = W - vPW$ from the first,
$$v - W = -WPW + WPvPW.$$
Let $\varphi = Wx$ be the total potential and $\rho = P\varphi$ the induced charge. Then
$$x^T (v - W)\, x = -\varphi^T P \varphi + \rho^T v \rho \ \ge\ 0.$$

For a $1 \times 1$ matrix this is the familiar $W = v/(1 + v|P|) \le v$.

Four further facts follow. Those on equality and monotonicity keep both assumptions, $v$ positive definite and $P$ negative semidefinite.

- **Converse.** Suppose $v$ is positive definite, $1 - vP$ is invertible, $W$ is positive definite and $D = v - W$ is positive semidefinite. Screen the "bare" interaction $W^{-1}$ with the "polarizability" $-D$. The result is $(W + D)^{-1} = v^{-1}$, so the reduction $W^{-1} - v^{-1} = -P$ is positive semidefinite.
- **Equality.** A positive semidefinite form vanishes only on the kernel of its matrix. So $x^T W x = x^T v x$ means $(v - W)x = -WPvx = 0$, and since $W$ is invertible, this means $Pvx = 0$.
- **Two stages.** Since $(1 - vP)W = v$, we get $(1 - vP)(1 - WR) = 1 - vP - vR = 1 - v(P + R)$ for any matrix $R$. When this is invertible, inverting and multiplying by $v$ gives $(1 - WR)^{-1}W = (1 - v(P+R))^{-1}v$.
- **Monotonicity.** If $P - P'$ is positive semidefinite, take $R = P' - P$. Screening $W$ further by $R$ weakens it, and the result is the interaction screened by $P'$.

Here is the Lean file.

```lean
import Mathlib

open Matrix

namespace StaticScreening

variable {n : Type*} [Fintype n] [DecidableEq n]

/-- The statically screened interaction `W = (1 - vP)⁻¹ v` for bare interaction `v` and
polarizability `P`; the formula has its usual meaning when `1 - vP` is invertible. -/
noncomputable def screened (v P : Matrix n n ℝ) : Matrix n n ℝ :=
  (1 - v * P)⁻¹ * v

/-- The dielectric matrix `1 - vP` is invertible when `v` is positive definite and `P` is
negative semidefinite. -/
theorem dielectric_isUnit {v P : Matrix n n ℝ} (hv : v.PosDef) (hP : (-P).PosSemidef) :
    IsUnit (1 - v * P) := by
  have hd : IsUnit v.det := (Matrix.isUnit_iff_isUnit_det v).mp hv.isUnit
  -- factor out the bare interaction
  have h : 1 - v * P = v * (v⁻¹ + -P) := by
    rw [Matrix.mul_add, Matrix.mul_nonsing_inv v hd, Matrix.mul_neg, sub_eq_add_neg]
  rw [h]
  exact hv.isUnit.mul (hv.inv.add_posSemidef hP).isUnit

/-- The screened interaction is inverse to `v⁻¹ - P`: polarizability is subtracted from the
inverse bare interaction. -/
theorem screened_mul_inv_sub {v P : Matrix n n ℝ} (hv : IsUnit v)
    (hu : IsUnit (1 - v * P)) : screened v P * (v⁻¹ - P) = 1 := by
  have hd := (Matrix.isUnit_iff_isUnit_det v).mp hv
  have hd' := (Matrix.isUnit_iff_isUnit_det _).mp hu
  rw [screened, Matrix.mul_assoc, Matrix.mul_sub, Matrix.mul_nonsing_inv v hd,
    Matrix.nonsing_inv_mul _ hd']

/-- The reduction of the interaction by screening, written as a sum of two terms that are multiplied
by the screened interaction on both sides. -/
theorem bare_sub_screened {v P : Matrix n n ℝ} (hu : IsUnit (1 - v * P)) :
    v - screened v P = screened v P * (-P) * screened v P
      + screened v P * (-P) * v * (-P) * screened v P := by
  have hd := (Matrix.isUnit_iff_isUnit_det _).mp hu
  have h1 : (1 - v * P) * screened v P = v := by
    rw [screened, ← Matrix.mul_assoc, Matrix.mul_nonsing_inv _ hd, Matrix.one_mul]
  have h2 : screened v P * (1 - P * v) = v := by
    have hE := Matrix.nonsing_inv_mul _ hd
    unfold screened
    generalize (1 - v * P)⁻¹ = E at hE ⊢
    calc E * v * (1 - P * v) = (E * (1 - v * P)) * v := by noncomm_ring
      _ = v := by rw [hE, Matrix.one_mul]
  generalize screened v P = W at h1 h2 ⊢
  linear_combination (norm := noncomm_ring) (W * P) * h1 - h2

/-- Static screening weakens the interaction: for `v` positive definite and `P` negative
semidefinite, `1 - vP` is invertible, `W` is symmetric positive definite, and `v - W` is
positive semidefinite. -/
theorem screening_weakens {v P : Matrix n n ℝ} (hv : v.PosDef) (hP : (-P).PosSemidef) :
    IsUnit (1 - v * P) ∧ (screened v P).PosDef ∧ (v - screened v P).PosSemidef := by
  have hu := dielectric_isUnit hv hP
  have hW : (screened v P).PosDef := by
    rw [← Matrix.inv_eq_left_inv (screened_mul_inv_sub hv.isUnit hu), sub_eq_add_neg]
    exact (hv.inv.add_posSemidef hP).inv
  refine ⟨hu, hW, ?_⟩
  -- both terms of the reduction are congruences of positive semidefinite matrices
  have h1 := hP.conjTranspose_mul_mul_same (screened v P)
  have h2 := hv.posSemidef.conjTranspose_mul_mul_same (-P * screened v P)
  rw [hW.isHermitian.eq] at h1
  rw [Matrix.conjTranspose_mul, hW.isHermitian.eq, hP.isHermitian.eq] at h2
  rw [bare_sub_screened hu]
  refine h1.add ?_
  simpa only [Matrix.mul_assoc] using h2

/-- For a positive definite bare interaction, the three conclusions of `screening_weakens` hold
exactly when the polarizability is symmetric negative semidefinite. -/
theorem screening_weakens_iff {v P : Matrix n n ℝ} (hv : v.PosDef) :
    (IsUnit (1 - v * P) ∧ (screened v P).PosDef ∧ (v - screened v P).PosSemidef) ↔
      (-P).PosSemidef := by
  refine ⟨?_, screening_weakens hv⟩
  rintro ⟨hu, hW, hD⟩
  have hWi := Matrix.inv_eq_right_inv (screened_mul_inv_sub hv.isUnit hu)
  generalize screened v P = W at hW hD hWi
  -- regard `v⁻¹` as the result of screening `W⁻¹` with the polarizability `-(v - W)`
  obtain ⟨hu', -, h3⟩ := screening_weakens (P := -(v - W)) hW.inv (by rwa [neg_neg])
  have hS := screened_mul_inv_sub hW.inv.isUnit hu'
  have hv' : W - -(v - W) = v := by abel
  rw [Matrix.nonsing_inv_nonsing_inv W ((Matrix.isUnit_iff_isUnit_det W).mp hW.isUnit),
    hv'] at hS
  rw [← Matrix.inv_eq_left_inv hS, hWi] at h3
  have hfin : v⁻¹ - P - v⁻¹ = -P := by abel
  rwa [hfin] at h3

/-- A charge distribution `x` keeps its bare self-interaction exactly when its bare potential
`v x` induces no response of the medium. -/
theorem unscreened_iff {v P : Matrix n n ℝ} (hv : v.PosDef) (hP : (-P).PosSemidef)
    (x : n → ℝ) :
    x ⬝ᵥ (screened v P *ᵥ x) = x ⬝ᵥ (v *ᵥ x) ↔ P *ᵥ (v *ᵥ x) = 0 := by
  obtain ⟨hu, hW, hD⟩ := screening_weakens hv hP
  have hinv := screened_mul_inv_sub hv.isUnit hu
  have hvi := Matrix.nonsing_inv_mul v ((Matrix.isUnit_iff_isUnit_det v).mp hv.isUnit)
  generalize screened v P = W at hW hD hinv ⊢
  have key : v - W = -(W * (P * v)) := by
    calc v - W = (W * (v⁻¹ - P)) * v - W := by rw [hinv, Matrix.one_mul]
      _ = W * (v⁻¹ * v) - W * (P * v) - W := by
        rw [Matrix.mul_assoc, Matrix.sub_mul, Matrix.mul_sub]
      _ = -(W * (P * v)) := by rw [hvi, Matrix.mul_one]; abel
  have hk : v *ᵥ x - W *ᵥ x = -(W *ᵥ (P *ᵥ (v *ᵥ x))) := by
    rw [← Matrix.sub_mulVec, key, Matrix.neg_mulVec]
    simp only [Matrix.mulVec_mulVec]
  -- a positive semidefinite form vanishes only on the kernel
  have hz := hD.dotProduct_mulVec_zero_iff x
  rw [star_trivial, Matrix.sub_mulVec, dotProduct_sub, sub_eq_zero, hk, neg_eq_zero] at hz
  rw [eq_comm, hz]
  constructor
  · intro h
    have hWW := Matrix.nonsing_inv_mul W ((Matrix.isUnit_iff_isUnit_det W).mp hW.isUnit)
    rw [← Matrix.one_mulVec (P *ᵥ (v *ᵥ x)), ← hWW, ← Matrix.mulVec_mulVec, h,
      Matrix.mulVec_zero]
  · intro h
    rw [h, Matrix.mulVec_zero]

/-- Screening in two stages: the dielectric matrices multiply, and screening by `P` and then
by `R` gives the interaction screened by `P + R`. -/
theorem screened_screened {v P : Matrix n n ℝ} (hu : IsUnit (1 - v * P))
    (R : Matrix n n ℝ) :
    (1 - v * P) * (1 - screened v P * R) = 1 - v * (P + R) ∧
      screened (screened v P) R = screened v (P + R) := by
  have hd := (Matrix.isUnit_iff_isUnit_det _).mp hu
  have h1 : (1 - v * P) * screened v P = v := by
    rw [screened, ← Matrix.mul_assoc, Matrix.mul_nonsing_inv _ hd, Matrix.one_mul]
  have hfac : (1 - v * P) * (1 - screened v P * R) = 1 - v * (P + R) := by
    rw [Matrix.mul_sub, Matrix.mul_one, ← Matrix.mul_assoc, h1, Matrix.mul_add]
    abel
  refine ⟨hfac, ?_⟩
  change (1 - screened v P * R)⁻¹ * screened v P = (1 - v * (P + R))⁻¹ * v
  rw [← hfac, Matrix.mul_inv_rev, Matrix.mul_assoc]
  rfl

/-- A more negative polarizability `P'` gives a screened interaction no stronger than that
of `P`, in the sense of quadratic forms. -/
theorem screened_antitone {v P P' : Matrix n n ℝ} (hv : v.PosDef) (hP : (-P).PosSemidef)
    (hPP' : (P - P').PosSemidef) : (screened v P - screened v P').PosSemidef := by
  obtain ⟨hu, hW, -⟩ := screening_weakens hv hP
  -- the additional polarizability screens the already screened interaction
  have h := (screening_weakens (P := P' - P) hW (by rwa [neg_sub])).2.2
  rwa [(screened_screened hu (P' - P)).2, add_sub_cancel] at h

end StaticScreening
```

```lean
#print axioms StaticScreening.screening_weakens_iff
#print axioms StaticScreening.unscreened_iff
#print axioms StaticScreening.screened_antitone
```

```
'StaticScreening.screening_weakens_iff' depends on axioms: [propext, Classical.choice, Quot.sound]
'StaticScreening.unscreened_iff' depends on axioms: [propext, Classical.choice, Quot.sound]
'StaticScreening.screened_antitone' depends on axioms: [propext, Classical.choice, Quot.sound]
```

## Reading `screening_weakens` as physics

The index type `n` labels the basis functions and may be any finite set. The matrices `v` and `P` have real entries, and `screened v P` is $W$. The sign convention is that of a response function: $P$ maps the total potential to the charge it induces, and the assumption that it is negative semidefinite is written `(-P).PosSemidef`. Both `PosDef` and `PosSemidef` include symmetry, so "symmetric" needs no separate hypothesis.

The conclusion has three parts: `IsUnit (1 - v * P)` says that the dielectric matrix is invertible, `(screened v P).PosDef` that $W$ is symmetric positive definite, and `(v - screened v P).PosSemidef` that no charge vector has a larger self-interaction after screening. The theorem `screening_weakens_iff` adds that, for positive definite $v$, these three together are equivalent to the condition on $P$.

The comparison concerns quadratic forms, not individual matrix elements. Diagonal elements cannot grow, but off-diagonal ones can: for $v = 1$ and $P = -\begin{pmatrix}1&-1\\-1&1\end{pmatrix}$, the off-diagonal elements go from $0$ to $1/3$.

The sign of $P$ is assumed here, not derived from orbitals or a Hamiltonian. Nonzero real frequencies, where $P$ need not be negative semidefinite, are not treated, and neither is the limit of an infinite basis. Within a finite real basis and the static limit, the result applies to the random-phase-approximation $W$ commonly used in GW and Bethe–Salpeter calculations, and it gives a numerical check: an eigenvalue of $v - W$ that is negative beyond rounding error means that an assumption has been violated or that there is a bug.

In `screened_screened` only the first dielectric matrix is assumed invertible. If the total one is singular, Lean's inverse is zero by convention, and the equality of the two interactions then has no physical content.

A different model would take complex Hermitian matrices, as they arise for a crystal at fixed wavevector in a plane-wave basis. The derivation would keep its shape, with conjugate transposes in place of transposes and $x^\dagger W x$ in place of $x^T W x$; the theorems above are stated for real matrices only.

## How the Lean proof follows the algebra

`dielectric_isUnit` is the factorisation $1 - vP = vK$. The term `hv.inv.add_posSemidef hP` is the statement that $v^{-1} + (-P)$ is positive definite, and a product of two invertible matrices is invertible.

`screened_mul_inv_sub` proves $WK = 1$. It needs only that $v$ and $1 - vP$ are invertible, with no sign condition, which lets the converse use it before anything is known about the sign of $P$.

`bare_sub_screened` is the identity for $v - W$. Its `h1` and `h2` are the equations $(1 - vP)W = v$ and $W(1 - Pv) = v$. The second is obtained here without transposing, from $v(1 - Pv) = (1 - vP)v$, so the identity needs $1 - vP$ to be invertible but no symmetry. The `linear_combination` step multiplies `h1` by $WP$ from the left and subtracts `h2`, which is the substitution made above, and `noncomm_ring` checks the remaining algebra without commuting any matrices.

`screening_weakens` assembles these results. Positivity of $W$ comes from rewriting it as $K^{-1}$. For the reduction, `conjTranspose_mul_mul_same` says that $B^T A B$ is positive semidefinite when $A$ is. It is used with $A = -P$, $B = W$ and with $A = v$, $B = -PW$, which gives the two terms of the sum.

`screening_weakens_iff` applies the main theorem a second time, to `W⁻¹` with polarizability `-(v - W)`, as in the converse above. In `unscreened_iff`, `key` is $v - W = -WPv$, `dotProduct_mulVec_zero_iff` supplies the kernel property, and multiplying by $W^{-1}$ removes the leading $W$. `screened_screened` proves the product formula as `hfac` and then inverts it. `screened_antitone` applies the main theorem to the already screened interaction with the extra polarizability `P' - P`, and the two-stage formula identifies the result as `screened v P'`.
